# Over origin shifts up to length L, the length-form rotational strength d·m changes by at most L|d × p|, and this value is attained

Q: Before I report a length-form circular dichroism spectrum of a molecule, I move the origin and recompute it to see how far the signal drifts. You say one calculation is enough. How?

A: Take one transition with length dipole $d$, velocity dipole $p$ and magnetic moment $m$, all written as real 3-vectors, with $p$ scaled by the same constant prefactors as $m$. Displacing the molecule by $a$ relative to the origin, that is, moving the origin by $-a$, turns $m$ into $m + a\times p$ and leaves $d$ alone. Since $d\cdot(a\times p) = a\cdot(p\times d) = -a\cdot(d\times p)$,
$$d\cdot m - d\cdot(m + a\times p) = a\cdot(d\times p).$$
For the spectrum of randomly oriented molecules at one frequency, with real line-shape weights $w_n$, these differences, old value minus new, add up to $a\cdot G$, where $G=\sum_n w_n\, d_n\times p_n$.

Q: That is the change for one shift. I want the worst one.

A: Let $v$ be $d\times p$ or $G$, and allow $|a|\le L$ with $L\ge 0$. Cauchy-Schwarz gives $|a\cdot v|\le |a||v|\le L|v|$. If $v\neq0$, the shift $a = Lv/|v|$ has length $L$ and gives $a\cdot v = L|v|$. If $v=0$, every shift gives zero. So the maximum is $L|v|$.

Q: When does it vanish for one transition?

A: For $L>0$, exactly when $d\times p=0$. Because $|d\times p|^2=|d|^2|p|^2-(d\cdot p)^2$, that is the equality case of Cauchy-Schwarz, in which $d$ and $p$ are linearly dependent. Exact eigenstates of a Hamiltonian with a local potential are in this case, since the commutator of $H$ with position makes $p$ proportional to $d$. A finite basis or a nonlocal potential can spoil the proportionality.

Q: Can I bound the change by how badly it is spoiled?

A: Yes. For any real $c$, $d\times d=0$ gives $d\times p=d\times(p-cd)$. The formula for $|d\times p|^2$ above, with $u$ in place of $p$, gives $|d\times u|\le|d||u|$ for every vector $u$, so the change is at most $|a||d||p-cd|$.

Q: Now the formal version. What is a vector there, and what is its length?

A: A vector is a triple of reals, and its length is defined explicitly.

In Lean 4 with Mathlib:

```lean
import Mathlib

open Matrix

namespace CircularDichroismOrigin

noncomputable section

/-- Real vectors in three-dimensional space. -/
abbrev Vec := Fin 3 → ℝ

/-- The Euclidean length of a vector. -/
def len (v : Vec) : ℝ := √(v ⬝ᵥ v)
```

Q: Why not use the norm that Mathlib already supplies?

A: On `Fin 3 → ℝ` that norm is the largest absolute component, and the formula would be false. Take $v=(1,1,0)$, whose maximum norm is 1. The shift $a=(L,L,0)$ has maximum norm $L$, yet $a\cdot v=2L$, which exceeds $L$ for $L>0$. Hence `len`, the square root of $v\cdot v$.

Q: And the physics of the shift? With $m\propto r\times p$, moving the origin by $a$ replaces $r$ by $r-a$. I would expect a minus sign.

A: You would get one if the origin moved by $a$. Here `a` is the displacement of the molecule relative to the origin, so the origin moves by `-a` and $r$ becomes $r+a$. The maximum is the same either way, because the allowed shifts include $-a$ whenever they include $a$. Constant prefactors and phases are absorbed into the real vectors, so `p` must be scaled such that the moment changes by exactly $a\times p$.

```lean
/-- The new magnetic moment of a transition with moment `m` and velocity dipole `p`, after the
molecule is displaced by `a` relative to the origin (the origin is moved by `-a`). -/
def moveOrigin (a p m : Vec) : Vec := m + a ⨯₃ p

/-- The length-form circular dichroism signal at one frequency: the rotational strengths
`d n ⬝ᵥ m n` of the transitions, summed with line-shape weights `w n`. -/
def lengthCD {ι : Type*} [Fintype ι] (w : ι → ℝ) (d m : ι → Vec) : ℝ :=
  ∑ n, w n * (d n ⬝ᵥ m n)

/-- The weighted sum of the cross products of length and velocity dipoles. -/
def originVector {ι : Type*} [Fintype ι] (w : ι → ℝ) (d p : ι → Vec) : Vec :=
  ∑ n, w n • (d n ⨯₃ p n)
```

A: Here `⬝ᵥ` is the scalar product and `⨯₃` the cross product. The finite type `ι` labels the transitions, `lengthCD` is the signal, and `originVector` is $G$.

Q: Does any of this know about excitons?

A: No. The vectors are inputs. They may come from a Bethe-Salpeter calculation, for instance. The result bounds how much the signal depends on the origin, not its error against the exact spectrum, for a finite molecule with finitely many transitions and one frequency at a time. It does not treat periodic crystals. The transformation of $m$ is a definition, not derived from operators, and it does not describe moments computed with London orbitals.

Q: Then show me the proof, starting with the inequalities.

A: The first four lemmas are basic facts about length: $v\cdot v\ge0$, $|v|\ge0$, $|v|^2=v\cdot v$ and $|cv|=|c||v|$.

```lean
lemma dot_self_nonneg (v : Vec) : 0 ≤ v ⬝ᵥ v := by
  simp only [dotProduct, Fin.sum_univ_three]
  nlinarith [mul_self_nonneg (v 0), mul_self_nonneg (v 1), mul_self_nonneg (v 2)]

lemma len_nonneg (v : Vec) : 0 ≤ len v := Real.sqrt_nonneg _

lemma len_mul_self (v : Vec) : len v * len v = v ⬝ᵥ v :=
  Real.mul_self_sqrt (dot_self_nonneg v)

lemma len_smul (c : ℝ) (v : Vec) : len (c • v) = |c| * len v := by
  have h : (c • v) ⬝ᵥ (c • v) = c ^ 2 * (v ⬝ᵥ v) := by
    rw [smul_dotProduct, dotProduct_smul, smul_eq_mul, smul_eq_mul]
    ring
  unfold len
  rw [h, Real.sqrt_mul (sq_nonneg c), Real.sqrt_sq_eq_abs]
```

A: Next comes Cauchy-Schwarz. The three squares handed to `nlinarith` add up to $|a|^2|v|^2-(a\cdot v)^2$. In the cross-product bound after it, the single square $(d\cdot v)^2$ is the gap between $|d|^2|v|^2$ and $|d\times v|^2$.

```lean
/-- The scalar product of two vectors is at most the product of their lengths. -/
lemma abs_dot_le (a v : Vec) : |a ⬝ᵥ v| ≤ len a * len v := by
  unfold len
  rw [← Real.sqrt_mul (dot_self_nonneg a)]
  apply Real.abs_le_sqrt
  simp only [dotProduct, Fin.sum_univ_three]
  nlinarith [sq_nonneg (a 0 * v 1 - a 1 * v 0), sq_nonneg (a 0 * v 2 - a 2 * v 0),
    sq_nonneg (a 1 * v 2 - a 2 * v 1)]

/-- The cross product of two vectors is at most as long as the product of their lengths. -/
lemma len_cross_le (d v : Vec) : len (d ⨯₃ v) ≤ len d * len v := by
  unfold len
  rw [← Real.sqrt_mul (dot_self_nonneg d)]
  apply Real.sqrt_le_sqrt
  simp [cross_apply, dotProduct, Fin.sum_univ_three]
  nlinarith [sq_nonneg (d 0 * v 0 + d 1 * v 1 + d 2 * v 2)]
```

Q: Where is it shown that the bound is reached?

A: In the next lemma. `IsGreatest` says that the number belongs to the set and that nothing in the set exceeds it. Membership is split as before: the zero shift if `len v = 0`, otherwise `(L / len v) • v`. The upper bound is Cauchy-Schwarz.

```lean
/-- Over all displacements `a` of length at most `L ≥ 0`, the largest value of `|a ⬝ᵥ v|`
is `L` times the length of `v`. -/
lemma isGreatest_dot (v : Vec) {L : ℝ} (hL : 0 ≤ L) :
    IsGreatest {x | ∃ a : Vec, len a ≤ L ∧ |a ⬝ᵥ v| = x} (L * len v) := by
  constructor
  · by_cases hv : len v = 0
    · exact ⟨0, by simpa [len] using hL, by simp [hv]⟩
    · -- the displacement of length L along v attains the bound
      refine ⟨(L / len v) • v, le_of_eq ?_, ?_⟩
      · rw [len_smul, abs_of_nonneg (div_nonneg hL (len_nonneg v)), div_mul_cancel₀ _ hv]
      · rw [smul_dotProduct, smul_eq_mul, ← len_mul_self, ← mul_assoc,
          div_mul_cancel₀ _ hv, abs_of_nonneg (mul_nonneg hL (len_nonneg v))]
  · rintro x ⟨a, ha, rfl⟩
    exact (abs_dot_le a v).trans (mul_le_mul_of_nonneg_right ha (len_nonneg v))
```

Q: And the link to rotational strengths?

A: The triple-product identity is checked in components by `ring`. The spectrum version moves the scalar product with `a` inside the sum and applies the identity term by term.

```lean
/-- Displacing the molecule by `a` relative to the origin lowers the length-form rotational strength
of a transition by the triple product `a ⬝ᵥ (d ⨯₃ p)` (old value minus new). -/
theorem strength_change (a d p m : Vec) :
    d ⬝ᵥ m - d ⬝ᵥ moveOrigin a p m = a ⬝ᵥ (d ⨯₃ p) := by
  simp [moveOrigin, cross_apply, dotProduct, Fin.sum_univ_three]
  ring

/-- Displacing the molecule by `a` relative to the origin lowers the length-form signal at one
frequency by the scalar product of `a` with the origin vector (old value minus new). -/
theorem spectrum_change {ι : Type*} [Fintype ι] (w : ι → ℝ) (d p m : ι → Vec) (a : Vec) :
    lengthCD w d m - lengthCD w d (fun n => moveOrigin a (p n) (m n))
      = a ⬝ᵥ originVector w d p := by
  have hsum : a ⬝ᵥ originVector w d p = ∑ n, a ⬝ᵥ (w n • (d n ⨯₃ p n)) := by
    simp only [originVector, dotProduct, Finset.sum_apply, Finset.mul_sum]
    exact Finset.sum_comm
  rw [hsum]
  unfold lengthCD
  rw [← Finset.sum_sub_distrib]
  refine Finset.sum_congr rfl fun n _ => ?_
  rw [dotProduct_smul, smul_eq_mul, ← strength_change a (d n) (p n) (m n), mul_sub]
```

A: Rewriting the change as a scalar product reduces both worst cases to `isGreatest_dot`.

```lean
/-- Over all origin shifts of length at most `L ≥ 0`, the largest absolute change of the
length-form signal of a spectrum is `L` times the length of the origin vector. -/
theorem spectrum_worst_case {ι : Type*} [Fintype ι] (w : ι → ℝ) (d p m : ι → Vec)
    {L : ℝ} (hL : 0 ≤ L) :
    IsGreatest {x | ∃ a : Vec, len a ≤ L ∧
      |lengthCD w d m - lengthCD w d (fun n => moveOrigin a (p n) (m n))| = x}
      (L * len (originVector w d p)) := by
  simp only [spectrum_change w d p m]
  exact isGreatest_dot _ hL

/-- Over all origin shifts of length at most `L ≥ 0`, the largest absolute change of the
length-form rotational strength of one transition is `L` times the length of `d ⨯₃ p`. -/
theorem strength_worst_case (d p m : Vec) {L : ℝ} (hL : 0 ≤ L) :
    IsGreatest {x | ∃ a : Vec, len a ≤ L ∧ |d ⬝ᵥ m - d ⬝ᵥ moveOrigin a p m| = x}
      (L * len (d ⨯₃ p)) := by
  simp only [strength_change]
  exact isGreatest_dot _ hL
```

Q: Could the spectrum look safe while single transitions are not?

A: Yes. Two terms with opposite $w_n\,d_n\times p_n$ cancel in $G$. At another frequency the weights differ, and the cancellation may be lost.

Q: The vanishing criterion asks for $L>0$, while the maxima needed only $L\ge0$. Is that fussiness?

A: No, $L\ge0$ is not enough there. Take $L=0$, $d=(1,0,0)$ and $p=(0,1,0)$. The only allowed shift is zero, so the maximum is 0, yet $d$ and $p$ are independent.

```lean
/-- For `L > 0`, the largest absolute change over origin shifts of length at most `L` is
zero exactly when the length and velocity dipoles are linearly dependent. -/
theorem worst_case_zero_iff (d p m : Vec) {L : ℝ} (hL : 0 < L) :
    IsGreatest {x | ∃ a : Vec, len a ≤ L ∧ |d ⬝ᵥ m - d ⬝ᵥ moveOrigin a p m| = x} 0
      ↔ ¬ LinearIndependent ℝ ![d, p] := by
  rw [← crossProduct_ne_zero_iff_linearIndependent, not_not]
  have hmax := strength_worst_case d p m hL.le
  constructor
  · intro h
    -- a set has only one greatest element, so the cross product has length zero
    have h0 : L * len (d ⨯₃ p) = 0 := hmax.unique h
    have h1 : len (d ⨯₃ p) = 0 := (mul_eq_zero.mp h0).resolve_left hL.ne'
    have h2 := len_mul_self (d ⨯₃ p)
    rw [h1, mul_zero] at h2
    exact dotProduct_self_eq_zero.mp h2.symm
  · intro h
    have h0 : L * len (d ⨯₃ p) = 0 := by rw [h]; simp [len]
    rwa [h0] at hmax
```

A: The statement says that 0 is the greatest change if and only if the pair `![d, p]` is not linearly independent. In the forward direction, a set has only one greatest element, so $L|d\times p|=0$; dividing out $L$ leaves $d\times p=0$. Mathlib's `crossProduct_ne_zero_iff_linearIndependent` translates that into dependence. The converse puts $d\times p=0$ into the maximum.

Q: That leaves the mismatch bound.

A: `hc` says that subtracting $cd$ from $p$ leaves $d\times p$ unchanged, and the two inequalities are then chained. You may choose any `c`, for instance the factor that would relate $p$ to $d$ for exact states.

```lean
/-- For every real `c`, the change of the length-form rotational strength is at most the
length of the shift times that of `d` times that of the mismatch `p - c • d`. -/
theorem strength_change_le_mismatch (a d p m : Vec) (c : ℝ) :
    |d ⬝ᵥ m - d ⬝ᵥ moveOrigin a p m| ≤ len a * (len d * len (p - c • d)) := by
  -- subtracting a multiple of d from p leaves the cross product unchanged
  have hc : d ⨯₃ p = d ⨯₃ (p - c • d) := by
    rw [map_sub, map_smul, cross_self, smul_zero, sub_zero]
  rw [strength_change, hc]
  exact (abs_dot_le _ _).trans
    (mul_le_mul_of_nonneg_left (len_cross_le _ _) (len_nonneg a))

end

end CircularDichroismOrigin
```

```lean
#print axioms CircularDichroismOrigin.spectrum_worst_case
#print axioms CircularDichroismOrigin.worst_case_zero_iff
#print axioms CircularDichroismOrigin.strength_change_le_mismatch
```

```
'CircularDichroismOrigin.spectrum_worst_case' depends on axioms: [propext, Classical.choice, Quot.sound]
'CircularDichroismOrigin.worst_case_zero_iff' depends on axioms: [propext, Classical.choice, Quot.sound]
'CircularDichroismOrigin.strength_change_le_mismatch' depends on axioms: [propext, Classical.choice, Quot.sound]
```

Q: So instead of recomputing at several origins, I evaluate $|G|$ at each frequency and multiply by the largest shift I consider reasonable.

A: Yes, and the direction of $G$ tells you which shift does the most damage.
